# The square of a finite Dirac determinant as a second-order determinant, given a chirality matrix

A worldline calculation of a fermion loop in a background field usually begins by trading the logarithm of a first-order Dirac determinant for half the logarithm of a second-order one, which can then be written as a proper-time integral. The identity behind this trade is established here for finite matrices, with a chirality matrix among the hypotheses.

Let g_a be the gamma matrices, P_a the momenta and m a complex mass, and write D = Σ_a g_a P_a. The claim is

det(m + D)² = det(m² − Σ_a P_a² − ¼ Σ_ab [g_a, g_b][P_a, P_b]).

The name "momentum" needs care. In the Euclidean operator m + D, P_a plays the part of the covariant derivative. For a Hermitian momentum Π_a, set P_a = iΠ_a; the second-order operator then begins m² + Σ_a Π_a². No Hermiticity is assumed.

## Operators on one finite space

The directions a form a finite set `ι`. The index `n` runs over spin and orbital states together, so gamma matrices and momenta are square matrices of the same size. The index `k` will label orbital states alone.

```lean
import Mathlib

open Matrix

namespace SecondOrderDiracDeterminant

noncomputable section

variable {ι n k : Type*} [Fintype ι] [DecidableEq ι] [Fintype n] [DecidableEq n]
  [Fintype k] [DecidableEq k]
```

The Dirac operator is the sum D = Σ_a g_a P_a.

```lean
/-- The Dirac operator `D = ∑ g_a P_a` built from gamma matrices and momentum matrices. -/
def dirac (g P : ι → Matrix n n ℂ) : Matrix n n ℂ := ∑ a, g a * P a
```

The commutator [P_a, P_b] represents the field strength, up to convention-dependent factors. Its coupling to spin is

S = ¼ Σ_ab [g_a, g_b][P_a, P_b].

```lean
/-- The coupling of spin to the field strength, `(1/4) ∑ [g_a, g_b] [P_a, P_b]`. -/
def spinTerm (g P : ι → Matrix n n ℂ) : Matrix n n ℂ :=
  (1 / 4 : ℂ) • ∑ a, ∑ b, (g a * g b - g b * g a) * (P a * P b - P b * P a)
```

The gamma matrices satisfy the Euclidean relations g_a g_b + g_b g_a = 2δ_ab, where 2 means twice the identity matrix. They also commute with every momentum, as spin matrices do with orbital operators. The momenta need not commute among themselves.

```lean
/-- The `g_a` obey the Euclidean Clifford relations and commute with all momenta `P_b`. -/
structure IsClifford (g P : ι → Matrix n n ℂ) : Prop where
  clifford : ∀ a b, g a * g b + g b * g a = if a = b then 2 else 0
  comm : ∀ a b, P a * g b = g b * P a
```

The chirality matrix g5 keeps that name in any dimension. It expresses the symmetry that reverses the sign of D while leaving the momenta alone:

g5² = 1, g5 g_a = −g_a g5, g5 P_a = P_a g5.

```lean
/-- The matrix `g5` squares to one, anticommutes with every `g_a` and commutes with
every `P_a`. -/
structure IsChirality (g P : ι → Matrix n n ℂ) (g5 : Matrix n n ℂ) : Prop where
  sq : g5 * g5 = 1
  anti : ∀ a, g5 * g a = -(g a * g5)
  comm : ∀ a, g5 * P a = P a * g5
```

## Squaring the Dirac operator

Since P_a commutes with g_b,

D² = Σ_ab g_a P_a g_b P_b = Σ_ab g_a g_b P_a P_b.

Expanding the commutators gives, for each pair a, b,

[g_a, g_b][P_a, P_b] = 2 g_a g_b P_a P_b + 2 g_b g_a P_b P_a − (g_a g_b + g_b g_a)(P_a P_b + P_b P_a).

Summed over a and b, each of the first two terms gives 2D², the second after exchanging the names of the indices. In the last term the Clifford relation leaves only a = b, which contributes 2 · 2P_a². Hence

4S = 4D² − 4 Σ_a P_a², so D² = Σ_a P_a² + S.

In the proof, `hD` is the reordering, `hswap` the exchange of indices, `hdelta` the diagonal sum and `hsum` the summed expansion.

```lean
/-- For Clifford matrices that commute with the momenta, the square of the Dirac operator is
`∑ P_a²` plus the spin coupling. -/
theorem dirac_sq {g P : ι → Matrix n n ℂ} (h : IsClifford g P) :
    dirac g P * dirac g P = ∑ a, P a * P a + spinTerm g P := by
  -- move the gamma matrices to the left of the momenta
  have hD : dirac g P * dirac g P = ∑ a, ∑ b, g a * g b * (P a * P b) := by
    unfold dirac
    rw [Finset.sum_mul_sum]
    refine Finset.sum_congr rfl fun a _ => Finset.sum_congr rfl fun b _ => ?_
    calc g a * P a * (g b * P b) = g a * (P a * g b) * P b := by noncomm_ring
      _ = g a * (g b * P a) * P b := by rw [h.comm]
      _ = g a * g b * (P a * P b) := by noncomm_ring
  have hswap : ∑ a, ∑ b, g b * g a * (P b * P a) = ∑ a, ∑ b, g a * g b * (P a * P b) :=
    Finset.sum_comm
  have hdelta : ∑ a, ∑ b, (if a = b then (2 : Matrix n n ℂ) else 0) * (P a * P b + P b * P a)
      = (4 : ℂ) • ∑ a, P a * P a := by
    rw [Finset.smul_sum]
    refine Finset.sum_congr rfl fun a _ => ?_
    simp only [ite_mul, zero_mul, Finset.sum_ite_eq, Finset.mem_univ, if_true]
    rw [two_mul]
    module
  -- the double commutator, reduced by the Clifford relations
  have hsum : ∑ a, ∑ b, (g a * g b - g b * g a) * (P a * P b - P b * P a)
      = (∑ a, ∑ b, g a * g b * (P a * P b) + ∑ a, ∑ b, g a * g b * (P a * P b))
        + (∑ a, ∑ b, g a * g b * (P a * P b) + ∑ a, ∑ b, g a * g b * (P a * P b))
        - (4 : ℂ) • ∑ a, P a * P a := by
    calc _ = ∑ a, ∑ b, ((g a * g b * (P a * P b) + g a * g b * (P a * P b))
          + (g b * g a * (P b * P a) + g b * g a * (P b * P a))
          - (if a = b then (2 : Matrix n n ℂ) else 0) * (P a * P b + P b * P a)) := by
          refine Finset.sum_congr rfl fun a _ => Finset.sum_congr rfl fun b _ => ?_
          rw [← h.clifford a b]
          noncomm_ring
      _ = _ := by
          simp only [Finset.sum_sub_distrib, Finset.sum_add_distrib]
          rw [hswap, hdelta]
  rw [hD, spinTerm, hsum]
  module
```

## Reversing the sign of D

Moving g5 through each term of D gives g5 D = −D g5, and therefore

g5 (m + D) = (m − D) g5.

Taking determinants,

det(g5) det(m + D) = det(m − D) det(g5).

Because g5² = 1, det(g5)² = 1, so this factor is nonzero and cancels. The lemmas `hanti` and `hconj` are the two matrix identities; the final `linear_combination` multiplies by det(g5) once more and uses its square. The Clifford relations play no part here.

```lean
omit [DecidableEq ι] in
/-- If a chirality matrix exists, the determinant of `m + D` is even in `D`. -/
theorem det_add_eq_det_sub {g P : ι → Matrix n n ℂ} {g5 : Matrix n n ℂ}
    (h5 : IsChirality g P g5) (m : ℂ) :
    (m • 1 + dirac g P).det = (m • 1 - dirac g P).det := by
  have hanti : g5 * dirac g P = -(dirac g P * g5) := by
    unfold dirac
    rw [Finset.mul_sum, Finset.sum_mul, ← Finset.sum_neg_distrib]
    refine Finset.sum_congr rfl fun a _ => ?_
    rw [← mul_assoc, h5.anti, neg_mul, mul_assoc, h5.comm, ← mul_assoc]
  have hconj : g5 * (m • 1 + dirac g P) = (m • 1 - dirac g P) * g5 := by
    rw [mul_add, sub_mul, hanti, mul_smul_comm, smul_mul_assoc, mul_one, one_mul,
      sub_eq_add_neg]
  -- take determinants and cancel that of g5
  have e := congrArg Matrix.det hconj
  have s := congrArg Matrix.det h5.sq
  rw [det_mul, det_mul] at e
  rw [det_mul, det_one] at s
  linear_combination g5.det * e
    - ((m • 1 + dirac g P).det - (m • 1 - dirac g P).det) * s
```

## The second-order determinant

The mass multiplies the identity, written `m • 1`, so the cross terms cancel:

(m + D)(m − D) = m² − D² = m² − Σ_a P_a² − S.

This is `hprod`. Replacing one factor of det(m + D)² by det(m − D) and multiplying the determinants gives the result:

det(m + D)² = det(m + D) det(m − D) = det(m² − Σ_a P_a² − S).

```lean
/-- Second-order form of the fermion determinant: for Clifford matrices commuting with the
momenta, and with a chirality matrix,
`det(m + D)² = det(m² - ∑ P_a² - (1/4) ∑ [g_a, g_b] [P_a, P_b])`. -/
theorem det_dirac_sq {g P : ι → Matrix n n ℂ} {g5 : Matrix n n ℂ}
    (h : IsClifford g P) (h5 : IsChirality g P g5) (m : ℂ) :
    (m • 1 + dirac g P).det ^ 2
      = (m ^ 2 • 1 - ∑ a, P a * P a - spinTerm g P).det := by
  have hprod : (m • 1 + dirac g P) * (m • 1 - dirac g P)
      = m ^ 2 • 1 - ∑ a, P a * P a - spinTerm g P := by
    rw [sub_sub, ← dirac_sq h]
    simp only [add_mul, mul_sub, smul_mul_assoc, mul_smul_comm, one_mul, mul_one]
    module
  calc (m • 1 + dirac g P).det ^ 2
      = (m • 1 + dirac g P).det * (m • 1 - dirac g P).det := by
        rw [← det_add_eq_det_sub h5 m, pow_two]
    _ = _ := by rw [← det_mul, hprod]
```

When the determinant is nonzero, halving the logarithm of the right side recovers ln det(m + D) up to an integer multiple of πi, since the square forgets a sign. For the one-loop effective action of QED, the step from these finite matrices to differential operators remains: their determinants need regularisation, and the product rule for determinants must then be justified separately.

A neighbouring identity follows from the same multiplication without g5:

det(m + D) det(m − D) = det(m² − Σ_a P_a² − S).

It needs only the Clifford and commutation relations.

## Two dimensions and the Pauli terms

With directions 0 and 1, take g_0 = σ₁ and g_1 = σ₂, the first two Pauli matrices. Each entry becomes a block on the orbital space, and `k ⊕ k` holds the two spin components.

```lean
/-- Two-dimensional gamma matrices: the first two Pauli matrices, in blocks acting on
the orbital space `k`. -/
def gamma2 (k : Type*) [DecidableEq k] : Fin 2 → Matrix (k ⊕ k) (k ⊕ k) ℂ :=
  ![fromBlocks 0 1 1 0, fromBlocks 0 (-(Complex.I • 1)) (Complex.I • 1) 0]
```

The chirality matrix is σ₃.

```lean
/-- The third Pauli matrix, in blocks acting on the orbital space `k`. -/
def chi2 (k : Type*) [DecidableEq k] : Matrix (k ⊕ k) (k ⊕ k) ℂ := fromBlocks 1 0 0 (-1)
```

Orbital matrices p_0 and p_1 act identically on both components, so P_a is block diagonal with p_a in each block.

```lean
/-- Momentum matrices that act equally on both spin components. -/
def orbital (p : Fin 2 → Matrix k k ℂ) (a : Fin 2) : Matrix (k ⊕ k) (k ⊕ k) ℂ :=
  fromBlocks (p a) 0 0 (p a)
```

Block multiplication confirms every required relation for arbitrary p_0 and p_1. The proof runs through the directions and multiplies the blocks.

```lean
/-- The Pauli matrices in block form meet all the algebraic relations, for any two momentum
matrices on the orbital space. -/
theorem pauli_witness (p : Fin 2 → Matrix k k ℂ) :
    IsClifford (gamma2 k) (orbital p) ∧ IsChirality (gamma2 k) (orbital p) (chi2 k) := by
  have h2 : (2 : Matrix (k ⊕ k) (k ⊕ k) ℂ) = fromBlocks 2 0 0 2 := by
    have h11 : (2 : Matrix (k ⊕ k) (k ⊕ k) ℂ) = 1 + 1 := one_add_one_eq_two.symm
    rw [h11, ← fromBlocks_one, fromBlocks_add, one_add_one_eq_two, add_zero]
  refine ⟨⟨fun a b => ?_, fun a b => ?_⟩, ⟨?_, fun a => ?_, fun a => ?_⟩⟩
  · fin_cases a <;> fin_cases b <;>
      simp [gamma2, fromBlocks_multiply, fromBlocks_add, h2, one_add_one_eq_two, smul_smul]
  · fin_cases b <;> simp [gamma2, orbital, fromBlocks_multiply]
  · simp [chi2, fromBlocks_multiply]
  · fin_cases a <;> simp [gamma2, chi2, fromBlocks_multiply, fromBlocks_neg]
  · simp [chi2, orbital, fromBlocks_multiply]
```

Since [σ₁, σ₂] = 2iσ₃ and the two orderings of the directions contribute equally,

S = iσ₃ [p_0, p_1].

The second-order operator is therefore block diagonal, and its determinant factorises:

det(m + D)² = det(m² − p_0² − p_1² − i[p_0, p_1]) · det(m² − p_0² − p_1² + i[p_0, p_1]).

Both factors are determinants on the orbital space alone. In the proof, `hspin` combines the two orderings, and `det_fromBlocks_zero₂₁` joins the two factors into one block determinant, whose blocks are then compared.

```lean
/-- In two dimensions the squared fermion determinant is a product of two spinless
determinants, whose Pauli terms `i [p_0, p_1]` have opposite signs. -/
theorem det_dirac_sq_two_dim (p : Fin 2 → Matrix k k ℂ) (m : ℂ) :
    (m • 1 + dirac (gamma2 k) (orbital p)).det ^ 2
      = (m ^ 2 • 1 - (p 0 * p 0 + p 1 * p 1) - Complex.I • (p 0 * p 1 - p 1 * p 0)).det
        * (m ^ 2 • 1 - (p 0 * p 0 + p 1 * p 1) + Complex.I • (p 0 * p 1 - p 1 * p 0)).det := by
  obtain ⟨h, h5⟩ := pauli_witness p
  -- the two orderings of the directions contribute equally
  have hspin : spinTerm (gamma2 k) (orbital p) = (1 / 2 : ℂ) •
      ((gamma2 k 0 * gamma2 k 1 - gamma2 k 1 * gamma2 k 0)
        * (orbital p 0 * orbital p 1 - orbital p 1 * orbital p 0)) := by
    simp only [spinTerm, Fin.sum_univ_two, sub_self, zero_mul, zero_add, add_zero]
    rw [← neg_sub (gamma2 k 0 * gamma2 k 1), ← neg_sub (orbital p 0 * orbital p 1), neg_mul_neg]
    module
  have g0 : gamma2 k 0 = fromBlocks 0 1 1 0 := rfl
  have g1 : gamma2 k 1 = fromBlocks 0 (-(Complex.I • 1)) (Complex.I • 1) 0 := rfl
  rw [det_dirac_sq h h5, hspin, g0, g1, Fin.sum_univ_two, ← det_fromBlocks_zero₂₁ _ 0 _,
    ← fromBlocks_one]
  congr 1
  -- compare the spin blocks
  simp only [orbital, sub_eq_add_neg, fromBlocks_multiply, fromBlocks_neg, fromBlocks_add,
    fromBlocks_smul, mul_zero, zero_mul, add_zero, zero_add, neg_zero, smul_zero, one_mul,
    mul_one, add_mul, neg_mul, smul_mul_assoc, neg_neg]
  rw [fromBlocks_inj]
  refine ⟨?_, ?_, ?_, ?_⟩ <;> module
```

For a numerical instance, let m = 1 and let p_0 and p_1 be 2 × 2 matrices with a single nonzero entry, equal to 1: upper right for p_0, lower left for p_1. These matrices only test the algebra: they are not anti-Hermitian, as the covariant derivatives of Hermitian momenta would be. Then p_0² = p_1² = 0 and [p_0, p_1] = diag(1, −1). The 4 × 4 matrix 1 + D separates into two 2 × 2 problems, with determinants 1 − i and 1 + i, so

det(1 + D)² = ((1 − i)(1 + i))² = 2² = 4.

On the right, each factor is (1 − i)(1 + i) = 2, and their product is again 4. Omitting the commutator would give 1.

## One direction without chirality

The Clifford and commutation relations alone do not imply the identity for the squared determinant. Take one direction and 1 × 1 matrices with g = P = m = 1. Then D = 1 and S = 0, so

det(m + D)² = 4, whereas det(m² − P² − S) = 0.

No chirality matrix exists here, because a number that anticommutes with 1 is zero and cannot square to one. The value P = 1 is not of the form iΠ with Π Hermitian, but the identity also fails for P = i, that is Π = 1, where the two sides are 2i and 2. The Lean proof treats P = 1 and evaluates the single entry on each side.

```lean
/-- The Clifford and commutation relations alone do not suffice: with one direction,
`g = P = 1` and `m = 1`, they hold but the determinant identity fails. -/
theorem chirality_needed :
    IsClifford (fun _ : Fin 1 => (1 : Matrix (Fin 1) (Fin 1) ℂ)) (fun _ => 1) ∧
    ((1 : ℂ) • 1 + dirac (fun _ : Fin 1 => (1 : Matrix (Fin 1) (Fin 1) ℂ)) (fun _ => 1)).det ^ 2
      ≠ ((1 : ℂ) ^ 2 • 1 - ∑ _a : Fin 1, (1 : Matrix (Fin 1) (Fin 1) ℂ) * 1
          - spinTerm (fun _ : Fin 1 => (1 : Matrix (Fin 1) (Fin 1) ℂ)) (fun _ => 1)).det := by
  refine ⟨⟨fun a b => ?_, fun _ _ => rfl⟩, ?_⟩
  · rw [if_pos (Subsingleton.elim a b), mul_one, one_add_one_eq_two]
  · -- evaluate the single matrix entry on each side
    simp only [dirac, spinTerm, Matrix.det_fin_one, Finset.univ_unique, Finset.sum_singleton,
      mul_one, one_smul, one_pow, sub_self, Matrix.add_apply, Matrix.one_apply_eq]
    norm_num

end

end SecondOrderDiracDeterminant
```

```lean
#print axioms SecondOrderDiracDeterminant.det_dirac_sq
-- 'SecondOrderDiracDeterminant.det_dirac_sq' depends on axioms: [propext, Classical.choice, Quot.sound]
#print axioms SecondOrderDiracDeterminant.det_dirac_sq_two_dim
-- 'SecondOrderDiracDeterminant.det_dirac_sq_two_dim' depends on axioms: [propext, Classical.choice, Quot.sound]
#print axioms SecondOrderDiracDeterminant.chirality_needed
-- 'SecondOrderDiracDeterminant.chirality_needed' depends on axioms: [propext, Classical.choice, Quot.sound]
```
